# The leading low-temperature correction to ln Z counts the lowest excitations above a unique ground state of a finite system

Cool a finite alloy cell, described by a lattice model with fixed energies, until it sits almost entirely in its ground state. What remains of the thermal free energy comes mainly from the cheapest rearrangements of atoms. Let Z be the canonical partition function, E0 the ground energy, D > 0 the lowest excitation energy, m the number of states at E0 + D, and b = 1/(k_B T). For a unique ground state,

exp(bD) (ln Z(b) + b E0) → m as b → ∞.

```lean
import Mathlib

open Filter Topology

namespace LowTemperatureExpansion

noncomputable section

variable {ι : Type*} [Fintype ι]
```

## Finitely many states

The states form a finite type `ι`, and `E : ι → ℝ` gives each its energy. Degenerate states are counted separately. The energies do not depend on temperature, and no thermodynamic limit is taken.

```lean
/-- The canonical partition function at inverse temperature `b`. -/
def partitionFunction (E : ι → ℝ) (b : ℝ) : ℝ := ∑ i, Real.exp (-b * E i)

/-- The number of states with energy exactly `e`. -/
def degeneracy (E : ι → ℝ) (e : ℝ) : ℕ := (Finset.univ.filter fun i => E i = e).card

/-- The canonical mean energy at inverse temperature `b`, for a system with at least one state. -/
def meanEnergy (E : ι → ℝ) (b : ℝ) : ℝ :=
  (∑ i, E i * Real.exp (-b * E i)) / partitionFunction E b

/-- The Helmholtz free energy at inverse temperature `b ≠ 0`, for a system with at least
one state. -/
def freeEnergy (E : ι → ℝ) (b : ℝ) : ℝ := -Real.log (partitionFunction E b) / b

/-- The sum of an observable `w` over the states off the level `E0`, with Boltzmann factors
measured from `E0`. -/
def excitedSum (E : ι → ℝ) (E0 : ℝ) (w : ι → ℝ) (b : ℝ) : ℝ :=
  ∑ i with ¬ E i = E0, w i * Real.exp (-b * (E i - E0))
```

With g the number of states at E0, splitting the sum gives

Z = exp(−bE0) (g + R(b)), R(b) = Σ_{E_i ≠ E0} exp(−b(E_i − E0)).

In Lean, R is `excitedSum` with weight 1. The factorisation holds for any finite set of energies; the conditions on the spectrum used for the limits are collected in `IsGapped`.

```lean
/-- The level `E0` is occupied by some state, and every state off this level lies at least
`D > 0` above it. -/
structure IsGapped (E : ι → ℝ) (E0 D : ℝ) : Prop where
  occupied : ∃ i, E i = E0
  gap_pos : 0 < D
  gap : ∀ i, E i = E0 ∨ E0 + D ≤ E i

/-- A Boltzmann-weighted sum splits into the part on the level `E0` and the part off it, with
the Boltzmann factor of `E0` in front. -/
theorem boltzmann_sum_factor (E : ι → ℝ) (E0 : ℝ) (w : ι → ℝ) (b : ℝ) :
    ∑ i, w i * Real.exp (-b * E i) =
      Real.exp (-b * E0) * ((∑ i with E i = E0, w i) + excitedSum E E0 w b) := by
  rw [← Finset.sum_filter_add_sum_filter_not Finset.univ (fun i => E i = E0), mul_add,
    excitedSum, Finset.mul_sum, Finset.mul_sum]
  congr 1
  · refine Finset.sum_congr rfl fun i hi => ?_
    have hE : E i = E0 := (Finset.mem_filter.mp hi).2
    rw [hE, mul_comm]
  · refine Finset.sum_congr (by ext j; simp) fun i _ => ?_
    rw [mul_left_comm, ← Real.exp_add]
    congr 2
    ring

/-- The partition function is the Boltzmann factor of `E0` times a sum of two terms: the degeneracy
of that level, and the sum of the Boltzmann factors of all other states, measured from `E0`. -/
theorem partitionFunction_factor (E : ι → ℝ) (E0 b : ℝ) :
    partitionFunction E b =
      Real.exp (-b * E0) * ((degeneracy E E0 : ℝ) + excitedSum E E0 (fun _ => 1) b) := by
  have h := boltzmann_sum_factor E E0 (fun _ => 1) b
  simpa [partitionFunction, degeneracy] using h
```

Finiteness also lets the limit b → ∞ be taken term by term. With infinitely many states, Z may diverge, and exchanging limit and sum needs an argument of its own.

## A ground level that is occupied

The field `occupied` says that E0 is the energy of an actual state, not merely a reference below the spectrum. Hence g ≥ 1, so ln g and division by g make sense. `weights_pos` records this together with R ≥ 0. If a nonempty spectrum lay entirely at or above E0 + D, ln Z + bE0 would tend to −∞.

```lean
/-- In a gapped system the ground degeneracy is positive and the excited part of the
partition function is nonnegative. -/
theorem weights_pos {E : ι → ℝ} {E0 D : ℝ} (h : IsGapped E E0 D) (b : ℝ) :
    0 < (degeneracy E E0 : ℝ) ∧ 0 ≤ excitedSum E E0 (fun _ => 1) b := by
  constructor
  · obtain ⟨i, hi⟩ := h.occupied
    have hc : 0 < degeneracy E E0 := by
      unfold degeneracy
      exact Finset.card_pos.mpr ⟨i, by simp [hi]⟩
    exact_mod_cast hc
  · unfold excitedSum
    exact Finset.sum_nonneg fun i _ => mul_nonneg zero_le_one (Real.exp_pos _).le
```

## No state below E0 + D except the ground level

The field `gap` makes D a lower bound on every excitation energy. By hand,

exp(bD) R(b) = m + Σ_{E_i > E0 + D} exp(−b(E_i − E0 − D)) → m,

because each remaining exponent tends to −∞. The proof makes the same case distinction with `split_ifs`, for an arbitrary weight w_i. A state at excitation energy d with 0 < d < D would contribute exp(b(D − d)), which diverges.

The theorems do not require m ≥ 1. If no state lies at E0 + D, as in a one-state system, the limit is 0.

```lean
/-- In a gapped system, the excited sum multiplied by `exp (b D)` tends at low temperature to
the sum of the observable over the states at energy exactly `E0 + D`. -/
theorem excitedSum_tendsto {E : ι → ℝ} {E0 D : ℝ} (h : IsGapped E E0 D) (w : ι → ℝ) :
    Tendsto (fun b => Real.exp (b * D) * excitedSum E E0 w b) atTop
      (𝓝 (∑ i with E i = E0 + D, w i)) := by
  have hlim : ∑ i with E i = E0 + D, w i =
      ∑ i with ¬ E i = E0, if E i = E0 + D then w i else 0 := by
    rw [Finset.sum_filter, Finset.sum_filter]
    refine Finset.sum_congr rfl fun i _ => ?_
    by_cases h0 : E i = E0
    · simp [h0, h.gap_pos.ne']
    · simp [h0]
  rw [hlim]
  simp only [excitedSum, Finset.mul_sum]
  refine tendsto_finsetSum _ fun i hi => ?_
  have hge := (h.gap i).resolve_left (Finset.mem_filter.mp hi).2
  have e : ∀ b : ℝ, Real.exp (b * D) * (w i * Real.exp (-b * (E i - E0))) =
      w i * Real.exp (-(b * (E i - E0 - D))) := by
    intro b
    rw [mul_left_comm, ← Real.exp_add]
    congr 2
    ring
  simp only [e]
  split_ifs with h1
  · have hz : E i - E0 - D = 0 := by linarith
    simp [hz]
  · -- for states above `E0 + D` the remaining exponential tends to zero
    have hp : 0 < E i - E0 - D := by
      have := lt_of_le_of_ne hge (Ne.symm h1)
      linarith
    have ht := (Real.tendsto_exp_neg_atTop_nhds_zero.comp
      (tendsto_id.atTop_mul_const hp)).const_mul (w i)
    rw [mul_zero] at ht
    exact ht
```

## A strictly positive gap

The field `gap_pos` separates the ground level from the excitations. Multiplying the previous limit by exp(−bD) → 0 gives R → 0. The theorem `log_partitionFunction_tendsto` below states that exp(bD) (ln Z + bE0 − ln g) → m/g. At D = 0 this would fail: m would equal g and m/g would be 1, while ln Z + bE0 − ln g still tends to 0.

```lean
/-- In a gapped system the excited sum of any observable vanishes at low temperature. -/
theorem excitedSum_tendsto_zero {E : ι → ℝ} {E0 D : ℝ} (h : IsGapped E E0 D) (w : ι → ℝ) :
    Tendsto (excitedSum E E0 w) atTop (𝓝 0) := by
  have h1 := (Real.tendsto_exp_neg_atTop_nhds_zero.comp
    (tendsto_id.atTop_mul_const h.gap_pos)).mul (excitedSum_tendsto h w)
  rw [zero_mul] at h1
  refine h1.congr fun b => ?_
  change Real.exp (-(b * D)) * (Real.exp (b * D) * _) = _
  rw [← mul_assoc, ← Real.exp_add]
  simp
```

These conditions suffice for any ground degeneracy. Since ln Z + bE0 = ln(g + R), applying ln x ≤ x − 1 to x = (g + R)/g and to x = g/(g + R) gives

R/(g + R) ≤ ln(g + R) − ln g ≤ R/g.

Multiplied by exp(bD), both bounds tend to m/g. The Lean proof is this squeeze.

```lean
/-- In a gapped system, `exp (b D) (ln Z + b E0 - ln g)` tends at low temperature to `m / g`,
where `g` and `m` count the states at `E0` and at `E0 + D`. -/
theorem log_partitionFunction_tendsto {E : ι → ℝ} {E0 D : ℝ} (h : IsGapped E E0 D) :
    Tendsto (fun b => Real.exp (b * D) *
        (Real.log (partitionFunction E b) + b * E0 - Real.log (degeneracy E E0))) atTop
      (𝓝 ((degeneracy E (E0 + D) : ℝ) / degeneracy E E0)) := by
  have hg := (weights_pos h 0).1
  have hR : Tendsto (fun b => Real.exp (b * D) * excitedSum E E0 (fun _ => 1) b) atTop
      (𝓝 (degeneracy E (E0 + D) : ℝ)) := by
    simpa [degeneracy] using excitedSum_tendsto h (fun _ => 1)
  have hden : Tendsto (fun b => (degeneracy E E0 : ℝ) + excitedSum E E0 (fun _ => 1) b) atTop
      (𝓝 (degeneracy E E0 : ℝ)) := by
    simpa using (excitedSum_tendsto_zero h (fun _ => 1)).const_add (degeneracy E E0 : ℝ)
  have key : ∀ b, Real.log (partitionFunction E b) + b * E0 =
      Real.log ((degeneracy E E0 : ℝ) + excitedSum E E0 (fun _ => 1) b) := by
    intro b
    have hp := add_pos_of_pos_of_nonneg hg (weights_pos h b).2
    rw [partitionFunction_factor E E0 b, Real.log_mul (Real.exp_pos _).ne' hp.ne',
      Real.log_exp]
    ring
  -- squeeze ln (g + R) - ln g between R / (g + R) and R / g
  refine tendsto_of_tendsto_of_tendsto_of_le_of_le (hR.div hden hg.ne')
    (hR.div_const (degeneracy E E0 : ℝ)) (fun b => ?_) (fun b => ?_)
  · have hp := add_pos_of_pos_of_nonneg hg (weights_pos h b).2
    have hl := Real.log_le_sub_one_of_pos (div_pos hg hp)
    rw [Real.log_div hg.ne' hp.ne', div_sub_one hp.ne', sub_add_cancel_left, neg_div] at hl
    simp only [Pi.div_apply, key]
    rw [mul_div_assoc]
    exact mul_le_mul_of_nonneg_left (by linarith) (Real.exp_pos _).le
  · have hp := add_pos_of_pos_of_nonneg hg (weights_pos h b).2
    have hl := Real.log_le_sub_one_of_pos (div_pos hp hg)
    rw [Real.log_div hp.ne' hg.ne', div_sub_one hg.ne', add_sub_cancel_left] at hl
    simp only [key]
    rw [mul_div_assoc]
    exact mul_le_mul_of_nonneg_left hl (Real.exp_pos _).le
```

For the mean energy U, the ground level drops out of the numerator:

U − E0 = Σ_{E_i ≠ E0} (E_i − E0) exp(−b(E_i − E0)) / (g + R).

Times exp(bD), the numerator tends to mD and the denominator still tends to g, so the limit is mD/g. The proof uses `excitedSum_tendsto` again, now with weight E_i − E0.

```lean
/-- In a gapped system, `exp (b D) (U - E0)` tends at low temperature to `m D / g`, where `U` is
the mean energy and `g` and `m` count the states at `E0` and at `E0 + D`. -/
theorem meanEnergy_tendsto {E : ι → ℝ} {E0 D : ℝ} (h : IsGapped E E0 D) :
    Tendsto (fun b => Real.exp (b * D) * (meanEnergy E b - E0)) atTop
      (𝓝 ((degeneracy E (E0 + D) : ℝ) * D / degeneracy E E0)) := by
  have hg := (weights_pos h 0).1
  have hsum : ∑ i with E i = E0 + D, (E i - E0) = (degeneracy E (E0 + D) : ℝ) * D := by
    calc ∑ i with E i = E0 + D, (E i - E0) = ∑ i with E i = E0 + D, D := by
          refine Finset.sum_congr rfl fun i hi => ?_
          linarith [(Finset.mem_filter.mp hi).2]
      _ = _ := by simp [degeneracy]
  have hS := excitedSum_tendsto h (fun i => E i - E0)
  rw [hsum] at hS
  have hden : Tendsto (fun b => (degeneracy E E0 : ℝ) + excitedSum E E0 (fun _ => 1) b) atTop
      (𝓝 (degeneracy E E0 : ℝ)) := by
    simpa using (excitedSum_tendsto_zero h (fun _ => 1)).const_add (degeneracy E E0 : ℝ)
  refine (hS.div hden hg.ne').congr fun b => ?_
  have hp := (add_pos_of_pos_of_nonneg hg (weights_pos h b).2).ne'
  have hZ := partitionFunction_factor E E0 b
  have hZ0 : partitionFunction E b ≠ 0 := by
    rw [hZ]
    exact mul_ne_zero (Real.exp_pos _).ne' hp
  -- the ground level drops out of the energy measured from E0
  have h0 : ∑ i with E i = E0, (E i - E0) = 0 :=
    Finset.sum_eq_zero fun i hi => by linarith [(Finset.mem_filter.mp hi).2]
  have hn : ∑ i, (E i - E0) * Real.exp (-b * E i) =
      Real.exp (-b * E0) * ((∑ i with E i = E0, (E i - E0)) +
        excitedSum E E0 (fun i => E i - E0) b) :=
    boltzmann_sum_factor E E0 (fun i => E i - E0) b
  rw [h0, zero_add] at hn
  have hs : ∑ i, (E i - E0) * Real.exp (-b * E i) =
      ∑ i, E i * Real.exp (-b * E i) - E0 * partitionFunction E b := by
    simp only [partitionFunction, sub_mul, Finset.sum_sub_distrib, Finset.mul_sum]
  have hU : meanEnergy E b - E0 = excitedSum E E0 (fun i => E i - E0) b /
      ((degeneracy E E0 : ℝ) + excitedSum E E0 (fun _ => 1) b) := by
    have hq : meanEnergy E b * partitionFunction E b = ∑ i, E i * Real.exp (-b * E i) :=
      div_mul_cancel₀ _ hZ0
    rw [eq_div_iff hp]
    apply mul_left_cancel₀ (Real.exp_pos (-b * E0)).ne'
    linear_combination hq - hs + hn - (meanEnergy E b - E0) * hZ
  simp only [Pi.div_apply]
  rw [hU, mul_div_assoc]
```

## A single ground state

In the next two theorems `g` names the ground state itself, and `E g` is E0. The hypothesis `hgap` puts every other state at least D higher, so the degeneracy is 1, its logarithm is 0, and the limit, m divided by the degeneracy, is m.

```lean
/-- If the state `g` is the only ground state and all other states lie at least `D > 0` above it,
then, with `E0 = E g`, `exp (b D) (ln Z + b E0)` tends at low temperature to the number of states at
excitation energy exactly `D`. -/
theorem unique_ground_state_tendsto (E : ι → ℝ) (g : ι) {D : ℝ} (hD : 0 < D)
    (hgap : ∀ i, i ≠ g → E g + D ≤ E i) :
    Tendsto (fun b => Real.exp (b * D) * (Real.log (partitionFunction E b) + b * E g)) atTop
      (𝓝 (degeneracy E (E g + D) : ℝ)) := by
  have h : IsGapped E (E g) D := by
    refine ⟨⟨g, rfl⟩, hD, fun i => ?_⟩
    by_cases hi : i = g
    · exact Or.inl (by rw [hi])
    · exact Or.inr (hgap i hi)
  have hdeg : degeneracy E (E g) = 1 := by
    unfold degeneracy
    refine Finset.card_eq_one.mpr ⟨g, ?_⟩
    ext i
    simp only [Finset.mem_filter, Finset.mem_univ, true_and, Finset.mem_singleton]
    constructor
    · intro he
      by_contra hne
      linarith [hgap i hne]
    · intro he
      rw [he]
  have ht := log_partitionFunction_tendsto h
  rw [hdeg] at ht
  simpa using ht
```

With F = −ln Z / b, we have b(E0 − F) = ln Z + bE0 for b > 0, so exp(bD) b(E0 − F) also tends to m. For m ≥ 1 in this finite model, F lies below E0 by approximately (m/b) exp(−bD) at low temperature.

```lean
/-- If the state `g` is the only ground state and all other states lie at least `D > 0` above it,
then `exp (b D) b (E0 - F)` tends at low temperature to the number of states at excitation energy
exactly `D`, where `F` is the free energy and `E0 = E g`. -/
theorem freeEnergy_tendsto (E : ι → ℝ) (g : ι) {D : ℝ} (hD : 0 < D)
    (hgap : ∀ i, i ≠ g → E g + D ≤ E i) :
    Tendsto (fun b => Real.exp (b * D) * (b * (E g - freeEnergy E b))) atTop
      (𝓝 (degeneracy E (E g + D) : ℝ)) := by
  refine (unique_ground_state_tendsto E g hD hgap).congr' ?_
  filter_upwards [eventually_gt_atTop (0 : ℝ)] with b hb
  have hF : b * freeEnergy E b = -Real.log (partitionFunction E b) :=
    mul_div_cancel₀ _ hb.ne'
  linear_combination Real.exp (b * D) * hF
```

Uniqueness can fail in an ordered alloy, where translated copies of the same structure may share the ground energy. With g again the number of states at E0, for g ≥ 2,

exp(bD) (ln Z + bE0) = exp(bD) (ln Z + bE0 − ln g) + exp(bD) ln g.

The first term tends to m/g and the second to +∞. Subtracting ln g, the residual entropy in units of k_B, removes the divergence and leaves the limit m/g.

```lean
/-- In a gapped system whose ground level holds at least two states,
`exp (b D) (ln Z + b E0)` diverges at low temperature. -/
theorem degenerate_ground_diverges {E : ι → ℝ} {E0 D : ℝ} (h : IsGapped E E0 D)
    (h2 : 2 ≤ degeneracy E E0) :
    Tendsto (fun b => Real.exp (b * D) * (Real.log (partitionFunction E b) + b * E0))
      atTop atTop := by
  have hlog : 0 < Real.log (degeneracy E E0 : ℝ) := by
    apply Real.log_pos
    exact_mod_cast h2
  -- the residual entropy ln g is multiplied by a growing exponential
  have hexp := (Real.tendsto_exp_atTop.comp
    (tendsto_id.atTop_mul_const h.gap_pos)).atTop_mul_const hlog
  refine ((log_partitionFunction_tendsto h).add_atTop hexp).congr fun b => ?_
  simp only [Function.comp_apply, id_eq]
  ring

end

end LowTemperatureExpansion
```

```lean
#print axioms LowTemperatureExpansion.meanEnergy_tendsto
-- 'LowTemperatureExpansion.meanEnergy_tendsto' depends on axioms: [propext, Classical.choice, Quot.sound]
#print axioms LowTemperatureExpansion.unique_ground_state_tendsto
-- 'LowTemperatureExpansion.unique_ground_state_tendsto' depends on axioms: [propext, Classical.choice, Quot.sound]
#print axioms LowTemperatureExpansion.freeEnergy_tendsto
-- 'LowTemperatureExpansion.freeEnergy_tendsto' depends on axioms: [propext, Classical.choice, Quot.sound]
#print axioms LowTemperatureExpansion.degenerate_ground_diverges
-- 'LowTemperatureExpansion.degenerate_ground_diverges' depends on axioms: [propext, Classical.choice, Quot.sound]
```
